# An SP2 schedule of n moves lowers the impurity of a fractional occupation at most to its 2ⁿ-th power

Let \(0<x<1\), and let \(y\) result from \(x\) by any \(n\) moves, each of which is either \(t\mapsto t^2\) or \(t\mapsto 2t-t^2\). Then

\[
\min(y,1-y)\;\ge\;\min(x,1-x)^{2^n}.
\]

Repeated squaring attains the bound for \(0\le x\le \tfrac12\), and for \(0<x<\tfrac12\) no other schedule does. No choice of moves can therefore converge faster than doubly exponentially in \(n\).

The two moves are those of second-order spectral projection (SP2), which takes a suitably scaled one-particle Hamiltonian to an approximate density matrix by matrix multiplications and additions, without diagonalisation. For such a fixed effective one-particle problem in exact arithmetic, the inequality gives a lower bound on the number of matrix multiplications, one per move, that SP2 needs to bring a fractional occupation to a given impurity, however the choice between the two moves is made. The eigenvalues of the iterated matrix are called occupations throughout; at the start they are orbital energies, reversed in sign, shifted and scaled into \([0,1]\). Variants that shift and rescale the matrix before a move apply other polynomials and are not covered.

```lean
import Mathlib

open Matrix

namespace SP2SpeedLimit
```

## Moves, schedules and impurity

The squaring move pushes occupations towards 0, and the move \(2t-t^2=1-(1-t)^2\), called `fill` here, pushes them towards 1.

```lean
/-- The two moves of second-order spectral projection (SP2) purification. -/
inductive Move
  | square
  | fill
```

Both moves are polynomials, so they make sense in any ring. With `R` the real numbers, `step` acts on a single occupation; with `R` a ring of square matrices, it acts on a density matrix.

```lean
/-- One SP2 move: `X ↦ X²` or `X ↦ 2X - X²`, for an occupation or a density matrix. -/
def step {R : Type*} [Ring R] : Move → R → R
  | .square, X => X * X
  | .fill, X => 2 * X - X * X
```

A schedule is a list of moves, applied from left to right, and its length is the number \(n\) above. In practice SP2 often picks each move by looking at the current trace. Such a run still produces some list of moves, and the theorems below hold for every list.

```lean
/-- Purification by a schedule of SP2 moves, carried out from left to right. -/
def purify {R : Type*} [Ring R] : List Move → R → R
  | [], X => X
  | a :: w, X => purify w (step a X)
```

The distance of an occupation \(t\in[0,1]\) from the nearer of the values 0 and 1 is its impurity,

\[
\delta(t)=\min(t,1-t).
\]

It is at most \(\tfrac12\), and it vanishes exactly when the orbital is empty or full. Outside \([0,1]\) the formula turns negative and loses this meaning, so the theorems about impurity keep the initial occupation inside the interval.

```lean
/-- The impurity of an occupation `t`: the smaller of `t` and `1 - t`. -/
noncomputable def impurity (t : ℝ) : ℝ := min t (1 - t)
```

## One move at best squares the impurity

The exponent \(2^n\) arises from repeated squaring, through the identity \(a^{2^{n+1}}=(a\cdot a)^{2^n}\), which the inductions below use to split off the first move.

```lean
/-- Raising to the power `2 ^ (n + 1)` is the same as squaring and then raising to the power `2 ^
n`. -/
lemma pow_two_pow_succ {R : Type*} [Monoid R] (a : R) (n : ℕ) :
    a ^ (2 ^ (n + 1)) = (a * a) ^ (2 ^ n) := by
  rw [pow_succ' (2 : ℕ) n, pow_mul, pow_two a]
```

A fractional occupation stays fractional. For \(0<t<1\) the three products \(t^2\), \(t(1-t)\) and \((1-t)^2\) are positive, and

\[
1-t^2=(1-t)^2+2t(1-t),\qquad 2t-t^2=t^2+2t(1-t),\qquad 1-(2t-t^2)=(1-t)^2 .
\]

Together with \(t^2>0\), this places both results strictly between 0 and 1. The proof supplies the three products as `A`, `B` and `C`, and `nlinarith` finds the combinations.

```lean
/-- An SP2 move takes a fractional occupation to a fractional occupation. -/
theorem step_mem (a : Move) {t : ℝ} (h0 : 0 < t) (h1 : t < 1) :
    0 < step a t ∧ step a t < 1 := by
  have h2 : 0 < 1 - t := sub_pos.2 h1
  have A := mul_pos h0 h0
  have B := mul_pos h0 h2
  have C := mul_pos h2 h2
  cases a <;> simp only [step] <;> constructor <;> nlinarith
```

The same identities control the impurity. Write \(m=\delta(t)\). Since \(0<m\le t\) and \(m\le 1-t\), we have \(m^2\le t^2\) and \(m^2\le(1-t)^2\). After squaring, the new impurity is the smaller of \(t^2\) and \((1-t)^2+2t(1-t)\). After filling, it is the smaller of \(t^2+2t(1-t)\) and \((1-t)^2\). All four numbers are at least \(m^2\), so

\[
\delta(t)^2\le\delta(\text{result of one move}).
\]

In the code, `le_min` splits the claim into these comparisons.

```lean
/-- A single SP2 move can at best square the impurity of a fractional occupation. -/
theorem impurity_step (a : Move) {t : ℝ} (h0 : 0 < t) (h1 : t < 1) :
    impurity t * impurity t ≤ impurity (step a t) := by
  have h2 : 0 < 1 - t := sub_pos.2 h1
  have hm : 0 < impurity t := lt_min h0 h2
  have hl : impurity t ≤ t := min_le_left _ _
  have hr : impurity t ≤ 1 - t := min_le_right _ _
  -- the squared impurity is at most t² and at most (1 - t)²
  have A := mul_le_mul hl hl hm.le h0.le
  have B := mul_le_mul hr hr hm.le h2.le
  have C := mul_pos h0 h2
  cases a <;> simp only [step] <;> apply le_min <;> nlinarith
```

## The bound for a whole schedule

For the empty schedule both sides equal \(\delta(x)\). Suppose now that the bound holds for schedules of \(n\) moves from every fractional starting point. Let a first move take \(x\) to \(x'\), and let \(n\) further moves take \(x'\) to \(y\). Then

\[
\delta(x)^{2^{n+1}}=\bigl(\delta(x)^2\bigr)^{2^n}\le\delta(x')^{2^n}\le\delta(y).
\]

The first inequality is the one-move estimate raised to a power. The second is the induction hypothesis at \(x'\), which is again fractional. Because the starting point changes, the induction is run with `generalizing x`.

```lean
/-- Speed limit of SP2: after any schedule of `n` moves, the impurity of a fractional
occupation is at least its initial impurity raised to the power `2 ^ n`. -/
theorem speed_limit (w : List Move) {x : ℝ} (h0 : 0 < x) (h1 : x < 1) :
    impurity x ^ (2 ^ w.length) ≤ impurity (purify w x) := by
  induction w generalizing x with
  | nil => simp [purify]
  | cons a w ih =>
    have hs := step_mem a h0 h1
    rw [List.length_cons, pow_two_pow_succ]
    -- the first move at best squares the impurity, the others obey the bound by induction
    exact (pow_le_pow_left₀ (mul_self_nonneg _) (impurity_step a h0 h1) _).trans
      (ih hs.1 hs.2)
```

## Repeated squaring attains the bound

An occupation of at most one half is its own impurity.

```lean
/-- An occupation of at most one half is its own impurity. -/
lemma impurity_of_le_half {x : ℝ} (h : x ≤ 1 / 2) : impurity x = x :=
  min_eq_left (by linarith)
```

Squaring \(n\) times gives \(X^{2^n}\), for numbers and matrices alike.

```lean
/-- Squaring `n` times raises an occupation or a density matrix to the power `2 ^ n`. -/
theorem purify_replicate_square {R : Type*} [Ring R] (n : ℕ) (X : R) :
    purify (List.replicate n Move.square) X = X ^ (2 ^ n) := by
  induction n generalizing X with
  | zero => simp [purify]
  | succ n ih =>
    rw [List.replicate_succ, pow_two_pow_succ]
    exact ih (X * X)
```

If \(0\le x\le\tfrac12\), then \(x^{2^n}\le x\le\tfrac12\), so the final occupation is also its own impurity:

\[
\delta\bigl(x^{2^n}\bigr)=x^{2^n}=\delta(x)^{2^n}.
\]

This shows that the bound is sharp for a single occupation. It is no recipe for a density matrix, since squaring alone drives every fractional orbital towards empty, whatever the electron number should be.

```lean
/-- Repeated squaring attains the speed limit for every occupation between zero and one half. -/
theorem speed_limit_attained (n : ℕ) {x : ℝ} (h0 : 0 ≤ x) (h1 : x ≤ 1 / 2) :
    impurity (purify (List.replicate n Move.square) x) = impurity x ^ (2 ^ n) := by
  have h : x ^ (2 ^ n) ≤ x :=
    pow_le_of_le_one h0 (by linarith) (pow_ne_zero n (by norm_num))
  rw [purify_replicate_square, impurity_of_le_half h1, impurity_of_le_half (h.trans h1)]
```

## Below one half, only squaring is optimal

Let \(0<x<\tfrac12\). If the first move is a squaring, the occupation becomes \(x^2<\tfrac12\), which is its own impurity, and the question passes to the remaining moves with \(x^2\) as the starting point.

If the first move is a filling, put \(x'=2x-x^2\). Then

\[
(2x-x^2)-x^2=2x(1-x)>0,\qquad (1-x)^2-x^2=1-2x>0,
\]

so \(x^2<\delta(x')\) strictly. With \(n\) moves remaining, the general bound gives

\[
x^{2^{n+1}}=(x^2)^{2^n}<\delta(x')^{2^n}\le\delta(y).
\]

Later moves cannot recover the loss. In the code, `hlt` is the strict first step, `hp` raises it to the power and `hb` is the bound for the remaining moves.

The limiting case \(x=\tfrac12\) shows why the hypothesis is strict. There the difference \(1-2x\) vanishes: squaring gives \(\tfrac14\), filling gives \(\tfrac34\), and both have impurity \(\tfrac14=(\tfrac12)^2\). Either first move is then optimal.

```lean
/-- For an occupation strictly between zero and one half, a schedule attains the speed limit
exactly when all its moves are squarings. -/
theorem speed_limit_eq_iff (w : List Move) {x : ℝ} (h0 : 0 < x) (h1 : x < 1 / 2) :
    impurity (purify w x) = impurity x ^ (2 ^ w.length) ↔ ∀ a ∈ w, a = Move.square := by
  induction w generalizing x with
  | nil => simp [purify]
  | cons a w ih =>
    have hx : impurity x = x := impurity_of_le_half h1.le
    rw [List.length_cons, pow_two_pow_succ, hx]
    cases a with
    | square =>
      have hlt : x * x < 1 / 2 := by nlinarith
      have h := ih (mul_pos h0 h0) hlt
      rw [impurity_of_le_half hlt.le] at h
      change impurity (purify w (x * x)) = _ ↔ _
      rw [h]
      simp
    | fill =>
      constructor
      · intro h
        exfalso
        change impurity (purify w (step Move.fill x)) = _ at h
        -- a first move 2t - t² loses strictly, and the loss cannot be recovered
        have hlt : x * x < impurity (step Move.fill x) := by
          simp only [step]
          apply lt_min <;> nlinarith
        have hs := step_mem Move.fill h0 (by linarith : x < 1)
        have hb := speed_limit w hs.1 hs.2
        have hp := pow_lt_pow_left₀ hlt (mul_self_nonneg x)
          (pow_ne_zero w.length (by norm_num : (2 : ℕ) ≠ 0))
        linarith
      · intro h
        have h' := h Move.fill (by simp)
        cases h'
```

## How many moves a target accuracy requires

Suppose that \(n\) moves bring the impurity down to at most \(\varepsilon\). Then \(\delta(x)^{2^n}\le\delta(y)\le\varepsilon\), which also makes \(\varepsilon\) positive. Taking logarithms and changing signs,

\[
\log\frac1\varepsilon\;\le\;2^n\log\frac1{\delta(x)} .
\]

To go from impurity \(10^{-1}\) to \(10^{-10}\), for example, one needs \(2^n\ge10\), hence at least four moves. This is a necessary number; a schedule that must serve many occupations at once may need more.

```lean
/-- If a schedule of `n` moves brings the impurity of a fractional occupation down to `ε`,
then `log (1/ε)` is at most `2 ^ n` times the logarithm of the inverse initial impurity. -/
theorem steps_needed (w : List Move) {x ε : ℝ} (h0 : 0 < x) (h1 : x < 1)
    (h : impurity (purify w x) ≤ ε) :
    Real.log (1 / ε) ≤ 2 ^ w.length * Real.log (1 / impurity x) := by
  have hm : 0 < impurity x := lt_min h0 (sub_pos.2 h1)
  have hl := Real.log_le_log (pow_pos hm _) ((speed_limit w h0 h1).trans h)
  rw [Real.log_pow] at hl
  push_cast at hl
  rw [one_div, one_div, Real.log_inv, Real.log_inv]
  linarith
```

## From occupations to density matrices

Let \(P\) be a complex square matrix and \(v\) a vector with \(Pv=xv\), where \(x\) is real. Then

\[
P^2v=x^2v,\qquad (2P-P^2)v=(2x-x^2)v .
\]

Each move keeps the orbital \(v\) and changes its occupation by the scalar move, and induction extends this to any schedule. In the Lean statement, `P *ᵥ v` is the matrix acting on the vector, and `(x : ℂ)` is the real occupation read as a complex number. The letter `n` now denotes the finite set that labels the basis functions, while the number of moves is `w.length`.

Neither Hermiticity nor a trace condition is needed; the eigenvalue equation is the only assumption on \(P\). In the physical setting \(P\) is Hermitian with spectrum in \([0,1]\), and the speed limit applies to each fractional eigenvalue separately, under one common schedule.

```lean
variable {n : Type*} [Fintype n] [DecidableEq n]

/-- An orbital with occupation `x` in a density matrix remains an orbital of the purified
matrix, with the purified occupation. -/
theorem purify_mulVec (w : List Move) {P : Matrix n n ℂ} {v : n → ℂ} {x : ℝ}
    (h : P *ᵥ v = (x : ℂ) • v) :
    purify w P *ᵥ v = ((purify w x : ℝ) : ℂ) • v := by
  induction w generalizing P x with
  | nil => exact h
  | cons a w ih =>
    have hPP : (P * P) *ᵥ v = ((x : ℂ) * x) • v := by
      rw [← Matrix.mulVec_mulVec, h, Matrix.mulVec_smul, h, smul_smul]
    apply ih
    cases a with
    | square =>
      change (P * P) *ᵥ v = ((x * x : ℝ) : ℂ) • v
      rw [hPP, Complex.ofReal_mul]
    | fill =>
      change (2 * P - P * P) *ᵥ v = ((2 * x - x * x : ℝ) : ℂ) • v
      rw [Matrix.sub_mulVec, two_mul P, Matrix.add_mulVec, h, hPP]
      push_cast
      module
```

An exact one-determinant density matrix in an orthonormal basis, normalised so that its occupations are 0 and 1, is idempotent, \(D^2=D\). Suppose that a finite schedule produced such a \(D\) from a matrix \(P\) with a fractionally occupied orbital \(v\ne0\). If \(y\) is the final occupation, then \(Dv=yv\) and \(D^2v=y^2v\), so

\[
(y-y^2)\,v=0 .
\]

Some component of \(v\) is non-zero, hence \(y(1-y)=0\). But the speed limit gives \(\delta(y)\ge\delta(x)^{2^n}>0\), that is \(0<y<1\), a contradiction. The Lean proof uses the speed limit first, to obtain the positive impurity `hpos`. Then `hi` is the non-zero component, and `h5` is the equation \(y=y^2\), which is impossible for \(0<y<1\).

In exact arithmetic, SP2 can thus only approach idempotency from such a starting matrix, and a calculation that stops after finitely many moves leaves a non-zero idempotency error. Rounding and the truncation of small matrix elements, both present in linear-scaling codes, are not modelled.

```lean
/-- A density matrix with a fractionally occupied orbital is not made exactly idempotent by
any finite SP2 schedule. -/
theorem never_idempotent (w : List Move) {P : Matrix n n ℂ} {v : n → ℂ} {x : ℝ}
    (hv : v ≠ 0) (h : P *ᵥ v = (x : ℂ) • v) (h0 : 0 < x) (h1 : x < 1) :
    purify w P * purify w P ≠ purify w P := by
  intro hD
  have hy := purify_mulVec w h
  -- the speed limit keeps the final occupation strictly between 0 and 1
  have hm : 0 < impurity x := lt_min h0 (sub_pos.2 h1)
  have hpos : 0 < impurity (purify w x) := (pow_pos hm _).trans_le (speed_limit w h0 h1)
  obtain ⟨hy0, hy1⟩ := lt_min_iff.1 hpos
  have h2 : (purify w P * purify w P) *ᵥ v
      = (((purify w x : ℝ) : ℂ) * ((purify w x : ℝ) : ℂ)) • v := by
    rw [← Matrix.mulVec_mulVec, hy, Matrix.mulVec_smul, hy, smul_smul]
  rw [hD, hy] at h2
  -- idempotency would force the final occupation to equal its square
  obtain ⟨i, hi⟩ := Function.ne_iff.mp hv
  have h3 := congrFun h2 i
  simp only [Pi.smul_apply, smul_eq_mul] at h3
  have h4 := mul_right_cancel₀ hi h3
  have h5 : purify w x = purify w x * purify w x := by exact_mod_cast h4
  nlinarith [mul_pos hy0 hy1]

end SP2SpeedLimit
```

```lean
#print axioms SP2SpeedLimit.speed_limit
#print axioms SP2SpeedLimit.speed_limit_eq_iff
#print axioms SP2SpeedLimit.steps_needed
#print axioms SP2SpeedLimit.never_idempotent
```

```
'SP2SpeedLimit.speed_limit' depends on axioms: [propext, Classical.choice, Quot.sound]
'SP2SpeedLimit.speed_limit_eq_iff' depends on axioms: [propext, Classical.choice, Quot.sound]
'SP2SpeedLimit.steps_needed' depends on axioms: [propext, Classical.choice, Quot.sound]
'SP2SpeedLimit.never_idempotent' depends on axioms: [propext, Classical.choice, Quot.sound]
```
